# Central-difference gradients on the periodic grid $(\mathbb Z/N)^d$ give zero kinetic energy on a space of dimension $2^d$ for even $N$ and 1 for odd $N$

Take a ring of four points, numbered 0 to 3, and a complex orbital $u$ on it. The central difference at $x$ is $u(x+1)-u(x-1)$, which skips the point $x$ itself. If all four differences vanish, then $u(0)=u(2)$ and $u(1)=u(3)$, and nothing ties the even points to the odd ones. The solutions form a two-dimensional space, spanned by $(1,1,1,1)$ and $(1,-1,1,-1)$. The second orbital changes sign at every step, yet a kinetic energy built from the squares of these differences assigns it zero.

On a ring of three points the same conditions read $u(1)=u(2)$, $u(2)=u(0)$ and $u(0)=u(1)$. Steps of length two now reach every point, so only constants survive.

The general result concerns a single orbital on a finite periodic grid, with no potential and no interaction. In that setting it counts the independent zero-energy states of a real-space calculation whose kinetic energy is built from central-difference gradients. The constant orbital is a genuine zero-energy state, so the number of spurious ones is the dimension minus one.

```lean
import Mathlib

open Finset Module

namespace CheckerboardModes

noncomputable section

variable {d N : ℕ} [NeZero N]
```

## The grid and its kinetic sum

A grid point $x$ has one coordinate $x_a\in\mathbb Z/N$ for each axis $a$, and the axes are numbered from 0 to $d-1$. Addition in $\mathbb Z/N$ wraps around, which builds in the periodic boundary condition.

```lean
/-- The points of the periodic grid with `N` points along each of `d` axes. -/
abbrev Grid (d N : ℕ) := Fin d → ZMod N
```

Let $e_a$ be the unit step along axis $a$: coordinate 1 on that axis and 0 on the others. In Lean it is `step a`.

```lean
/-- The unit step along the axis `a`. -/
def step (a : Fin d) : Grid d N := Pi.single a 1
```

The kinetic sum of an orbital $u$ is
$$T(u)=\sum_x\sum_a |u(x+e_a)-u(x-e_a)|^2 .$$
For a particle of mass $m$, grid spacing $h$ and an orbital normalised to $h^d\sum_x|u(x)|^2=1$, the kinetic energy is $T(u)$ times $\frac{\hbar^2}{2m}\frac{h^d}{(2h)^2}$. This factor is positive, so leaving it out does not change which orbitals have zero energy. An orbital is any function `Grid d N → ℂ`, with no normalisation imposed.

```lean
/-- The kinetic sum of an orbital `u`: the squared moduli of its central differences,
summed over all grid points and axes. -/
def kineticSum (u : Grid d N → ℂ) : ℝ :=
  ∑ x, ∑ a, ‖u (x + step a) - u (x - step a)‖ ^ 2
```

A sum of non-negative terms is zero only if each term is zero. Hence
$$T(u)=0\iff u(x+e_a)=u(x-e_a)\ \text{ for all } x,a .$$
The proof uses this fact twice, once for the sum over points and once for the sum over axes.

```lean
/-- The kinetic sum vanishes exactly when every central difference vanishes. -/
theorem kineticSum_eq_zero_iff (u : Grid d N → ℂ) :
    kineticSum u = 0 ↔ ∀ x a, u (x + step a) = u (x - step a) := by
  unfold kineticSum
  rw [Finset.sum_eq_zero_iff_of_nonneg (fun x _ => by positivity)]
  constructor
  · intro h x a
    have h1 := (Finset.sum_eq_zero_iff_of_nonneg (fun a _ => by positivity)).1
      (h x (Finset.mem_univ x)) a (Finset.mem_univ a)
    exact sub_eq_zero.1 (norm_eq_zero.1 ((pow_eq_zero_iff two_ne_zero).1 h1))
  · intro h x _
    exact Finset.sum_eq_zero fun a _ => by simp [h x a]
```

Although $T$ is quadratic, the conditions on the right are linear in $u$. Sums and complex multiples of solutions are again solutions, so the orbitals with $T(u)=0$ form a complex vector space, `zeroModes d N`. The three closure proofs below all pass through the linear conditions.

```lean
/-- The space of orbitals whose kinetic sum is zero. -/
def zeroModes (d N : ℕ) [NeZero N] : Submodule ℂ (Grid d N → ℂ) where
  carrier := {u | kineticSum u = 0}
  zero_mem' := (kineticSum_eq_zero_iff _).2 fun _ _ => rfl
  add_mem' := fun {u v} hu hv => (kineticSum_eq_zero_iff _).2 fun x a => by
    simp only [Pi.add_apply, (kineticSum_eq_zero_iff u).1 hu x a,
      (kineticSum_eq_zero_iff v).1 hv x a]
  smul_mem' := fun c u hu => (kineticSum_eq_zero_iff _).2 fun x a => by
    simp only [Pi.smul_apply, (kineticSum_eq_zero_iff u).1 hu x a]
```

## Invariance under doubled translations

Let $u$ be a zero mode. Replacing $x$ by $x+e_a$ in the linear condition gives $u(x+2e_a)=u(x)$, so $2e_a$ is a period of $u$. Sums of periods are periods. Let $n_a(y)\in\{0,\dots,N-1\}$ be the integer representing $y_a$, written `(y a).val` in Lean. Then
$$y+y=\sum_a n_a(y)\,(e_a+e_a),$$
and therefore $u(x+y+y)=u(x)$ for all $x$ and $y$. In the code, `P` is the set of periods, `hs` puts the double steps into it, and `hy` is the displayed decomposition.

```lean
/-- An orbital with zero kinetic sum is unchanged by every translation of the form `y + y`. -/
theorem even_shift {u : Grid d N → ℂ} (hu : u ∈ zeroModes d N) (x y : Grid d N) :
    u (x + (y + y)) = u x := by
  have h := (kineticSum_eq_zero_iff u).1 hu
  -- the periods of `u` are closed under addition
  let P : AddSubmonoid (Grid d N) :=
    { carrier := {v | ∀ x, u (x + v) = u x}
      zero_mem' := fun x => by rw [add_zero]
      add_mem' := fun {v w} hv hw x => by
        rw [← add_assoc]
        exact (hw _).trans (hv _) }
  have hs : ∀ a, (step a + step a : Grid d N) ∈ P := by
    intro a
    show ∀ x, u (x + (step a + step a)) = u x
    intro x
    have h1 := h (x + step a) a
    rwa [add_sub_cancel_right, add_assoc] at h1
  -- `y + y` is a sum of double steps along the axes
  have hy : y + y = ∑ a, (y a).val • (step a + step a : Grid d N) := by
    funext b
    rw [Finset.sum_apply, Finset.sum_eq_single b]
    · show y b + y b =
        (y b).val • ((Pi.single b 1 : Grid d N) b + (Pi.single b 1 : Grid d N) b)
      rw [Pi.single_eq_same, nsmul_eq_mul, ZMod.natCast_zmod_val]
      ring
    · intro a _ hab
      show (y a).val • ((Pi.single a 1 : Grid d N) b + (Pi.single a 1 : Grid d N) b) = 0
      rw [Pi.single_eq_of_ne hab.symm, add_zero, smul_zero]
    · intro hb
      exact absurd (Finset.mem_univ b) hb
  have hP : y + y ∈ P := by
    rw [hy]
    exact sum_mem fun a _ => nsmul_mem (hs a) _
  exact hP x
```

## At most $2^d$ independent zero modes

For a set $S$ of axes, let $c_S$ be the corner of the unit cube with coordinate 1 on the axes in $S$ and 0 on the others.

```lean
/-- The corner of the unit cube with coordinate 1 along the axes in `S` and 0 along the others. -/
def corner (S : Finset (Fin d)) : Grid d N := fun a => if a ∈ S then 1 else 0
```

Divide each integer coordinate by two with remainder: $n_a(x)=r_a+2q_a$ with $r_a\in\{0,1\}$. With $S=\{a: r_a=1\}$ and $q$ the grid vector with coordinates $q_a$, this says
$$x=c_S+(q+q),\qquad\text{so}\qquad u(x)=u(c_S).$$
A zero mode that vanishes at all corners therefore vanishes everywhere. The parity of $N$ plays no part here. In Lean, `hx` is the decomposition of $x$, and `omega` settles the integer identity behind it.

```lean
/-- An orbital with zero kinetic sum that vanishes on all corners of the unit cube vanishes
everywhere. -/
theorem eq_zero_of_corners {u : Grid d N → ℂ} (hu : u ∈ zeroModes d N)
    (h : ∀ S, u (corner S) = 0) : u = 0 := by
  funext x
  -- split each coordinate into its parity and an even part
  have hx : x = corner (univ.filter fun a => (x a).val % 2 = 1) +
      ((fun a => (((x a).val / 2 : ℕ) : ZMod N)) +
        (fun a => (((x a).val / 2 : ℕ) : ZMod N))) := by
    funext a
    have c : (corner (univ.filter fun a => (x a).val % 2 = 1) : Grid d N) a
        = (((x a).val % 2 : ℕ) : ZMod N) := by
      rcases Nat.mod_two_eq_zero_or_one (x a).val with h0 | h0 <;> simp [corner, h0]
    have e : (((x a).val % 2 : ℕ) : ZMod N) +
        ((((x a).val / 2 : ℕ) : ZMod N) + (((x a).val / 2 : ℕ) : ZMod N)) = x a := by
      have hn : (x a).val % 2 + ((x a).val / 2 + (x a).val / 2) = (x a).val := by omega
      rw [← Nat.cast_add, ← Nat.cast_add, hn, ZMod.natCast_zmod_val]
    rw [Pi.add_apply, c]
    exact e.symm
  exact (congrArg u hx).trans ((even_shift hu _ _).trans (h _))
```

Sending $u$ to its list of corner values $(u(c_S))_S$ is a linear map into a space of dimension $2^d$, since there are $2^d$ sets of axes. By the previous step it is injective, so the zero modes have dimension at most $2^d$.

```lean
/-- For every `N ≥ 1` the space of zero modes has dimension at most `2 ^ d`. -/
theorem finrank_zeroModes_le : finrank ℂ (zeroModes d N) ≤ 2 ^ d := by
  let R : zeroModes d N →ₗ[ℂ] (Finset (Fin d) → ℂ) :=
    { toFun := fun u S => u.1 (corner S)
      map_add' := fun _ _ => rfl
      map_smul' := fun _ _ => rfl }
  have hR : Function.Injective R := (injective_iff_map_eq_zero R).2 fun u hu =>
    Subtype.ext (eq_zero_of_corners u.2 fun S => congrFun hu S)
  have h := LinearMap.finrank_le_finrank_of_injective hR
  rwa [Module.finrank_fintype_fun_eq_card, Fintype.card_finset, Fintype.card_fin] at h
```

## Checkerboards for even $N$

For each set $S$ of axes, define
$$\chi_S(x)=\prod_{a\in S}(-1)^{n_a(x)} .$$
The empty set gives the constant 1. Every value is $\pm1$, so the orbital normalised to $h^d\sum_x|u(x)|^2=1$ is $(Nh)^{-d/2}\chi_S$.

```lean
/-- The checkerboard orbital: the product of the signs `(-1) ^ x_a` over the axes `a` in `S`,
with coordinates `x_a` taken from 0 to `N - 1`. -/
def checkerboard (S : Finset (Fin d)) (x : Grid d N) : ℂ := ∏ a ∈ S, (-1 : ℂ) ^ (x a).val
```

The integer coordinate of a sum is $n_a(x+y)=(n_a(x)+n_a(y))\bmod N$. When $N$ is even, removing a multiple of $N$ from an exponent of $-1$ leaves the sign alone, so
$$\chi_S(x+y)=\chi_S(x)\,\chi_S(y).$$
The statement `key` is this remark about exponents.

```lean
/-- For even `N` a checkerboard turns addition of grid vectors into multiplication of signs. -/
theorem checkerboard_add (hN : Even N) (S : Finset (Fin d)) (x y : Grid d N) :
    checkerboard S (x + y) = checkerboard S x * checkerboard S y := by
  -- wrapping around an even period does not change the sign
  have key : ∀ m : ℕ, (-1 : ℂ) ^ (m % N) = (-1) ^ m := fun m => by
    calc (-1 : ℂ) ^ (m % N) = (-1) ^ (m % N) * ((-1) ^ N) ^ (m / N) := by
          rw [hN.neg_one_pow, one_pow, mul_one]
      _ = (-1) ^ m := by rw [← pow_mul, ← pow_add, Nat.mod_add_div]
  unfold checkerboard
  rw [← Finset.prod_mul_distrib]
  refine Finset.prod_congr rfl fun a _ => ?_
  rw [Pi.add_apply, ZMod.val_add, key, pow_add]
```

Consequently $\chi_S(e_a+e_a)=\chi_S(e_a)^2=1$. Since $x+e_a=(x-e_a)+(e_a+e_a)$,
$$\chi_S(x+e_a)=\chi_S(x-e_a),$$
and every checkerboard has zero kinetic sum.

```lean
/-- For even `N` every checkerboard orbital has zero kinetic sum. -/
theorem kineticSum_checkerboard (hN : Even N) (S : Finset (Fin d)) :
    kineticSum (checkerboard S : Grid d N → ℂ) = 0 := by
  refine (kineticSum_eq_zero_iff _).2 fun x a => ?_
  have h1 : checkerboard S (step a + step a : Grid d N) = 1 := by
    rw [checkerboard_add hN]
    unfold checkerboard
    rw [← Finset.prod_mul_distrib]
    exact Finset.prod_eq_one fun b _ => by rw [← mul_pow]; norm_num
  have h2 : x + step a = (x - step a) + (step a + step a) := by abel
  rw [h2, checkerboard_add hN, h1, mul_one]
```

The checkerboards are also linearly independent. A unit step gives $\chi_S(e_a)=-1$ if $a\in S$ and $+1$ otherwise, so different sets give different functions. For $S\ne S'$ pick an axis $a$ that lies in exactly one of them. The product $\psi=\chi_S\chi_{S'}$ is again multiplicative, with $\psi(e_a)=-1$, and shifting the summation variable gives
$$\sum_x\psi(x)=\sum_x\psi(x+e_a)=-\sum_x\psi(x)=0 .$$
Distinct checkerboards are thus orthogonal and hence independent. The Lean proof establishes the same sign rule as `hstep` and deduces distinctness in `hinj`. It then calls Mathlib's general theorem that distinct characters are independent, in place of the orthogonality sum.

```lean
/-- For even `N` the checkerboard orbitals, one for each set of axes, are linearly independent. -/
theorem linearIndependent_checkerboard (hN : Even N) :
    LinearIndependent ℂ (checkerboard : Finset (Fin d) → Grid d N → ℂ) := by
  have hN1 : N ≠ 1 := fun h => by simp [h] at hN
  -- a unit step along `a` flips the sign exactly when `a` belongs to `S`
  have hstep : ∀ (S : Finset (Fin d)) (a : Fin d),
      checkerboard S (step a : Grid d N) = if a ∈ S then -1 else 1 := by
    intro S a
    have ht : ∀ b ∈ S, (-1 : ℂ) ^ ((step a : Grid d N) b).val = if b = a then -1 else 1 := by
      intro b _
      by_cases hb : b = a
      · subst hb
        simp [step, ZMod.val_one'' hN1]
      · simp [step, hb]
    unfold checkerboard
    rw [Finset.prod_congr rfl ht, Finset.prod_ite_eq']
  -- distinct characters of a finite group are independent
  let χ : Finset (Fin d) → AddChar (Grid d N) ℂ := fun S =>
    { toFun := checkerboard S
      map_zero_eq_one' := by simp [checkerboard]
      map_add_eq_mul' := checkerboard_add hN S }
  have hinj : Function.Injective χ := by
    intro S T h
    ext a
    have h1 : checkerboard S (step a : Grid d N) = checkerboard T (step a) :=
      DFunLike.congr_fun h (step a)
    rw [hstep, hstep] at h1
    have hne : (-1 : ℂ) ≠ 1 := by norm_num
    by_cases hS : a ∈ S <;> by_cases hT : a ∈ T
    · exact iff_of_true hS hT
    · rw [if_pos hS, if_neg hT] at h1
      exact absurd h1 hne
    · rw [if_neg hS, if_pos hT] at h1
      exact absurd h1.symm hne
    · exact iff_of_false hS hT
  exact (AddChar.linearIndependent (G := Grid d N) (R := ℂ)).comp χ hinj
```

The span of the checkerboards lies inside the space of zero modes and has dimension $2^d$, while the zero modes have dimension at most $2^d$. The two spaces coincide:
$$\{u:T(u)=0\}=\operatorname{span}\{\chi_S\}\qquad(N\text{ even}).$$

```lean
/-- For even `N` the zero modes are exactly the linear combinations of checkerboards. -/
theorem zeroModes_of_even (hN : Even N) :
    zeroModes d N = Submodule.span ℂ (Set.range checkerboard) := by
  symm
  apply Submodule.eq_of_le_of_finrank_le
  · refine Submodule.span_le.2 ?_
    rintro _ ⟨S, rfl⟩
    exact kineticSum_checkerboard hN S
  · rw [finrank_span_eq_card (linearIndependent_checkerboard hN), Fintype.card_finset,
      Fintype.card_fin]
    exact finrank_zeroModes_le
```

## Constants for odd $N$

Write $N=2k+1$. In $\mathbb Z/N$ we have $(k+1)+(k+1)=N+1=1$, so 2 has the inverse $k+1$. Given $x$, set $z=(k+1)x$. Then $z+z=x$, and invariance under doubled translations gives
$$u(x)=u(0+z+z)=u(0).$$
Every zero mode is constant, and constants clearly have $T=0$. The identity $z+z=x$ is `hz`, where `linear_combination` uses $2k+1=0$ in $\mathbb Z/N$.

```lean
/-- For odd `N` the zero modes are exactly the constant orbitals. -/
theorem zeroModes_of_odd (hN : Odd N) :
    zeroModes d N = Submodule.span ℂ {fun _ => (1 : ℂ)} := by
  apply le_antisymm
  · intro u hu
    refine Submodule.mem_span_singleton.2 ⟨u 0, funext fun x => ?_⟩
    obtain ⟨k, hk⟩ := hN
    have h : ((2 * k + 1 : ℕ) : ZMod N) = 0 := by
      rw [← hk]
      exact ZMod.natCast_self N
    push_cast at h
    -- on an odd ring every translation is twice another one
    let z : Grid d N := fun a => ((k : ZMod N) + 1) * x a
    have hz : 0 + (z + z) = x := by
      funext a
      show 0 + (((k : ZMod N) + 1) * x a + ((k : ZMod N) + 1) * x a) = x a
      linear_combination x a * h
    have h1 := even_shift hu 0 z
    rw [hz] at h1
    simp [h1]
  · exact (Submodule.span_singleton_le_iff_mem _ _).2
      ((kineticSum_eq_zero_iff _).2 fun _ _ => rfl)
```

## The dimension formula

Combining the two cases,
$$\dim_{\mathbb C}\{u:T(u)=0\}=\begin{cases}2^d,&N\text{ even},\\1,&N\text{ odd}.\end{cases}$$
In the theorem, `finrank ℂ` is the complex dimension and `[NeZero N]` says $N\ge1$. The number of axes is unrestricted: for $d=0$ the grid is a single point and both cases give 1. For $N=2$ the points $x+e_a$ and $x-e_a$ coincide, so $T$ vanishes identically and $2^d$ is the dimension of the whole orbital space.

The statement assumes the same $N$ on every axis and strictly periodic orbitals. Orbitals that pick up a Bloch phase across the cell obey different conditions at the boundary.

```lean
/-- On the periodic grid with `N ≥ 1` points along each of `d` axes, the orbitals with zero
central-difference kinetic sum form a space of dimension `2 ^ d` for even `N` and 1 for odd `N`. -/
theorem finrank_zeroModes (d N : ℕ) [NeZero N] :
    finrank ℂ (zeroModes d N) = if Even N then 2 ^ d else 1 := by
  split_ifs with hN
  · rw [zeroModes_of_even hN, finrank_span_eq_card (linearIndependent_checkerboard hN),
      Fintype.card_finset, Fintype.card_fin]
  · rw [zeroModes_of_odd (Nat.not_even_iff_odd.1 hN)]
    exact finrank_span_singleton (fun h => by simpa using congrFun h 0)

end

end CheckerboardModes
```

```lean
#print axioms CheckerboardModes.finrank_zeroModes
```

```
'CheckerboardModes.finrank_zeroModes' depends on axioms: [propext, Classical.choice, Quot.sound]
```

## A plane wave at the grid limit, and unequal axes

In a real-space calculation in Hartree atomic units, consider a plane wave of wave number $k$ along one axis with spacing $h$. The central-difference gradient multiplies it by $i\sin(kh)/h$, so its kinetic energy comes out as $\sin^2(kh)/(2h^2)$ instead of $k^2/2$. The two agree for small $kh$. The orbital alternating along that axis has $k=\pi/h$. At $h=0.5$ bohr its continuum value $k^2/2$ is about 19.7 hartree, while the central-difference value is zero. On a three-dimensional grid with even $N$, a free particle with this kinetic energy therefore has eight independent states at zero energy, where the continuum problem in a periodic box has one. The three-point second difference $u(x+1)-2u(x)+u(x-1)$, used directly for the Laplacian, avoids this: it gives the plane wave the energy $(1-\cos kh)/h^2$, which is $2/h^2$ at $k=\pi/h$. An odd $N$ removes the spurious zeros but not the underlying error: for large odd $N$ the allowed wave with $kh=\pi-\pi/N$ gets the small energy $\sin^2(\pi/N)/(2h^2)$, while its continuum value is close to $\pi^2/(2h^2)$.

The argument by hand also handles a grid with $N_a$ points along axis $a$, a case the Lean file leaves aside. Along an axis with odd $N_a$, repeated double steps reach every point, so a zero mode is constant in that direction. Along an axis with even $N_a$ the sign may alternate. The dimension is then $2^m$, where $m$ is the number of axes with even $N_a$.
